# For a fermionic one-particle density matrix with 0 ≤ n ≤ 1, the squared moduli of the off-diagonal entries in any row sum to at most 1/4

Let n be a complex square matrix over a finite index set, with both n and 1 − n positive semidefinite, as holds for a fermionic one-particle density matrix in an orthonormal basis of finitely many spin orbitals. The lemma says that, for each i, the sum of |n_ij|² over j ≠ i is at most 1/4; it fixes no trace and does not ask that n be a projection. The attempt writes n − n² as n(1 − n)n + (1 − n)n(1 − n), a sum of two positive semidefinite matrices, so its diagonal entries are nonnegative. Since n is Hermitian, (n²)_ii is the sum of |n_ij|² over all j, and splitting off the term j = i bounds the off-diagonal sum by n_ii − n_ii², which is at most 1/4.

The failing Lean file:

```lean
import Mathlib

open Matrix Finset
open scoped ComplexOrder

namespace OffdiagSqLe

noncomputable section

variable {ι : Type*} [Fintype ι] [DecidableEq ι] {N : ℕ}

/-- If `0 ≤ n ≤ 1`, the squared moduli of the off-diagonal occupations in any row sum to
at most `1/4`. -/
theorem offdiag_sq_le {n : Matrix ι ι ℂ} (h0 : n.PosSemidef) (h1 : (1 - n).PosSemidef)
    (i : ι) : ∑ j ∈ univ.erase i, ‖n i j‖ ^ 2 ≤ 1 / 4 := by
  -- `n - n²` is a sum of two positive matrices
  have hp : (n - n * n).PosSemidef := by
    have a := h1.conjTranspose_mul_mul_same n
    have b := h0.conjTranspose_mul_mul_same (1 - n)
    rw [h0.isHermitian.eq] at a
    rw [h1.isHermitian.eq] at b
    have e : n - n * n = n * (1 - n) * n + (1 - n) * n * (1 - n) := by noncomm_ring
    rw [e]
    exact a.add b
  have hd := (Complex.le_def.mp (hp.diag_nonneg (i := i))).1
  have hs : ((n * n) i i).re = ∑ j, ‖n i j‖ ^ 2 := by
    rw [Matrix.mul_apply, Complex.re_sum]
    refine sum_congr rfl fun j _ => ?_
    rw [← h0.isHermitian.apply j i, Complex.sq_norm, Complex.normSq_apply]
    simp [Complex.mul_re]
  have hsplit := add_sum_erase univ (fun j => ‖n i j‖ ^ 2) (mem_univ i)
  rw [Matrix.sub_apply, Complex.sub_re, hs, Complex.zero_re] at hd
  have hre : (n i i).re ^ 2 ≤ ‖n i i‖ ^ 2 := by
    rw [Complex.sq_norm, Complex.normSq_apply]
    nlinarith [sq_nonneg (n i i).im]
  dsimp only at hsplit
  nlinarith [sq_nonneg ((n i i).re - 1 / 2)]

end

end OffdiagSqLe
```

Lean reports:

```
Main.lean:36:2: error: `dsimp` made no progress

Note: The target expression is not type-correct under the `implicit` transparency level, which may have triggered the failure. This is usually caused by unfolding of semireducible definitions in prior tactic steps. Use `set_option linter.tacticCheckInstances true` to investigate the source of the issue.
Full error:
  function expected
    n i
```

The repair, with which the file compiles:

```diff
@@ -34,5 +34,5 @@
     rw [Complex.sq_norm, Complex.normSq_apply]
     nlinarith [sq_nonneg (n i i).im]
-  dsimp only at hsplit
+
   nlinarith [sq_nonneg ((n i i).re - 1 / 2)]
 
```

Cause. The one error is at `dsimp only at hsplit`. The call was there to apply the function `fun j => ‖n i j‖ ^ 2` to its arguments in the statement taken from `add_sum_erase`. Lean had already done this when it elaborated the `have`, so `hsplit` already spoke of `‖n i i‖ ^ 2` and of sums of `‖n i j‖ ^ 2`. `dsimp only` had nothing left to simplify, and it treats that as an error.

The note about transparency is a side issue here. `n` has type `Matrix ι ι ℂ`, which is a function type only once the definition of `Matrix` is unfolded. The check behind the note does not unfold it, so it rejects `n i` with "function expected". That would not have stopped `dsimp only` from applying an explicit `fun` to its argument, had one remained.

The repair deletes the call and leaves a blank line in its place, which has no effect. The closing `nlinarith` can use `hsplit` as it stands, together with the diagonal inequality `hd`, the bound `hre` and the square supplied as a hint.
